# The squared truncation error of a sweep of orthogonal projectors is at most the sum of the weights that each discards from the original state

**Q:** Before I judge the inequality, tell me what the objects are. What is a state here, and what is a truncation?

**A:** A state $\psi$ is any vector in a complex inner-product space $E$, which may be infinite-dimensional and need not be complete. The inner product is conjugate-linear in its first slot.

```lean
import Mathlib

open scoped InnerProductSpace

namespace TruncationDiscardedWeight

noncomputable section

variable {E : Type*} [NormedAddCommGroup E] [InnerProductSpace ℂ E]
```

A truncation is an orthogonal projector $P$: a linear map defined on all of $E$ (`Module.End ℂ E`) with $\langle Px,y\rangle=\langle x,Py\rangle$ and $P^2=P$. These are the two fields, `selfAdj` and `idem`.

```lean
/-- An orthogonal projector: a linear operator that is symmetric for the inner product
and idempotent. -/
structure IsOrthProjector (P : Module.End ℂ E) : Prop where
  selfAdj : ∀ x y, inner ℂ (P x) y = inner ℂ x (P y)
  idem : ∀ x, P (P x) = P x
```

The weight that $P$ discards from $\psi$ is $\|\psi-P\psi\|^2$. For a unit vector this is the discarded probability; for any other nonzero vector, divide by $\|\psi\|^2$. The truncated state is not renormalised.

**Q:** And several truncations in a row?

**A:** They are indexed from zero, as in `Fin n`, and $S=P_0P_1\cdots P_{n-1}$ is their product. The last one acts first. For $n=0$, $S$ is the identity.

```lean
/-- The truncation sweep: the ordered product of the operators `P 0, P 1, …`, with the
last one acting first on the state. -/
def sweep {n : ℕ} (P : Fin n → Module.End ℂ E) : Module.End ℂ E :=
  (List.ofFn P).prod
```

The main claim is then
$$\|\psi-S\psi\|^2\le\sum_{k=0}^{n-1}\|\psi-P_k\psi\|^2 .$$

**Q:** Errors from successive steps could add coherently. I would expect the norms to add, not their squares.

**A:** Errors measured from one step to the next can indeed add coherently when the projectors do not commute. Here each error is measured on the original $\psi$, and then orthogonality makes the sum of squares sufficient. For any $\chi$, write
$$\psi-P\chi=(\psi-P\psi)+P(\psi-\chi).$$
The two parts are orthogonal, because
$$\langle\psi-P\psi,P(\psi-\chi)\rangle=\langle P\psi-P^2\psi,\psi-\chi\rangle=0 .$$
Hence
$$\|\psi-P\chi\|^2=\|\psi-P\psi\|^2+\|P(\psi-\chi)\|^2 .$$
In the proof, `h0` is the vanishing overlap, `e` is the decomposition, and `norm_add_sq` expands the square.

```lean
/-- The squared distance from `ψ` to a projected state `P χ` is the weight of `ψ` discarded
by `P` plus the squared norm of the projected difference. -/
theorem error_split {P : Module.End ℂ E} (hP : IsOrthProjector P) (ψ χ : E) :
    ‖ψ - P χ‖ ^ 2 = ‖ψ - P ψ‖ ^ 2 + ‖P (ψ - χ)‖ ^ 2 := by
  -- the discarded part is orthogonal to everything in the range of `P`
  have h0 : inner ℂ (ψ - P ψ) (P (ψ - χ)) = 0 := by
    rw [← hP.selfAdj, map_sub, hP.idem, sub_self, inner_zero_left]
  have h := norm_add_sq (𝕜 := ℂ) (ψ - P ψ) (P (ψ - χ))
  have e : ψ - P χ = (ψ - P ψ) + P (ψ - χ) := by
    rw [map_sub]; abel
  rw [h0] at h
  rw [e, h]
  simp only [map_zero, mul_zero, add_zero]
```

Setting $\chi=0$ gives $\|\psi\|^2=\|P\psi\|^2+\|\psi-P\psi\|^2$, so a projector never lengthens a vector.

```lean
/-- The squared norm of a state is its kept weight plus its discarded weight. -/
theorem weight_split {P : Module.End ℂ E} (hP : IsOrthProjector P) (ψ : E) :
    ‖ψ‖ ^ 2 = ‖P ψ‖ ^ 2 + ‖ψ - P ψ‖ ^ 2 := by
  have h := error_split hP ψ 0
  simp only [map_zero, sub_zero] at h
  linarith
```

**Q:** What does that say about two steps?

**A:** Let $Q$ be the earlier step and $\delta=\psi-Q\psi$ its error. Put $\chi=Q\psi$ in the first identity, then replace $\|P\delta\|^2$ by $\|\delta\|^2-\|\delta-P\delta\|^2$:
$$\|\psi-PQ\psi\|^2=\|\psi-P\psi\|^2+\|\delta\|^2-\|\delta-P\delta\|^2 .$$
This is exact, and $Q$ may be any linear map. The correction is never positive, so the squared errors at most add. `linarith` combines the two identities.

```lean
/-- When an orthogonal projector `P` follows any linear operator `Q`, the squared error is the sum of
the two separate squared errors minus the squared norm of the part of the `Q`-error that `P`
discards. -/
theorem two_step_error {P : Module.End ℂ E} (hP : IsOrthProjector P)
    (Q : Module.End ℂ E) (ψ : E) :
    ‖ψ - P (Q ψ)‖ ^ 2 = ‖ψ - P ψ‖ ^ 2 + ‖ψ - Q ψ‖ ^ 2
      - ‖(ψ - Q ψ) - P (ψ - Q ψ)‖ ^ 2 := by
  linarith [error_split hP ψ (Q ψ), weight_split hP (ψ - Q ψ)]
```

**Q:** Then $n$ steps follow by induction?

**A:** Yes. With $n+1$ projectors, separate the one that acts last: $S=P_0S'$, where $S'=P_1\cdots P_n$.

```lean
/-- A sweep of `n + 1` operators is the sweep of the last `n`, followed by the first. -/
theorem sweep_succ {n : ℕ} (P : Fin (n + 1) → Module.End ℂ E) :
    sweep P = P 0 * sweep (fun k : Fin n => P k.succ) := by
  simp [sweep, List.ofFn_succ]
```

For $n=0$ both sides of the bound vanish. For the step,
$$\|\psi-P_0S'\psi\|^2=\|\psi-P_0\psi\|^2+\|P_0(\psi-S'\psi)\|^2\le\|\psi-P_0\psi\|^2+\|\psi-S'\psi\|^2,$$
and the induction hypothesis bounds the last term by $\sum_{k=1}^n\|\psi-P_k\psi\|^2$. In the code, `h1` is that hypothesis, while `h2` and `h3` say that $P_0$ does not lengthen the earlier error.

```lean
/-- The squared error of a sweep of orthogonal projectors is at most the sum of the weights
that the individual projectors discard from the original state. -/
theorem truncation_error_le_sum_discarded {n : ℕ} (P : Fin n → Module.End ℂ E)
    (hP : ∀ k, IsOrthProjector (P k)) (ψ : E) :
    ‖ψ - sweep P ψ‖ ^ 2 ≤ ∑ k, ‖ψ - P k ψ‖ ^ 2 := by
  induction n with
  | zero => simp [sweep]
  | succ n ih =>
    rw [sweep_succ, Fin.sum_univ_succ, Module.End.mul_apply, error_split (hP 0)]
    -- the error of the earlier steps cannot grow under the projector `P 0`
    have h1 := ih (fun k => P k.succ) (fun k => hP k.succ)
    have h2 := weight_split (hP 0) (ψ - sweep (fun k : Fin n => P k.succ) ψ)
    have h3 := sq_nonneg ‖(ψ - sweep (fun k : Fin n => P k.succ) ψ)
      - P 0 (ψ - sweep (fun k : Fin n => P k.succ) ψ)‖
    linarith
```

**Q:** I was expecting pairwise commuting projectors. Where is that assumption?

**A:** The upper bound does not need it, so the commuting case is included. Self-adjointness does matter. On $\mathbb C^2$ take $\psi=(1,1)/\sqrt2$, $P_1(x,y)=(x,0)$ and the oblique idempotent $P_0(x,y)=(y,y)$. Then $P_0\psi=\psi$ and $P_1$ discards $1/2$, but $P_0P_1\psi=0$. The squared error is $1$, while the discarded weights sum to $1/2$.

**Q:** When I truncate a matrix product state, I record the weight lost from the current state at each step. Is that your sum?

**A:** Not in general. Every term here is measured on the original $\psi$. The theorem applies to tensor-network truncation when the cuts are given as fixed orthogonal projectors on the full space; it constructs no tensor product, singular value decomposition or bond dimension.

**Q:** Is the truncated state at least close to the best one available?

**A:** Its error is at most $\sqrt n$ times that of any competitor in a restricted class. Suppose $P_k\varphi=\varphi$ for every $k$. The first identity with $\chi=\varphi$ gives
$$\|\psi-\varphi\|^2=\|\psi-P_k\psi\|^2+\|P_k(\psi-\varphi)\|^2\ge\|\psi-P_k\psi\|^2 .$$
Summing over $k$ and using the main bound yields $\|\psi-S\psi\|^2\le n\|\psi-\varphi\|^2$. The competitors are states that the given projectors leave unchanged, not all states of a given rank. The step `hk` is the displayed inequality, and the `calc` block does the sum.

```lean
/-- The squared error of a sweep of `n` orthogonal projectors is at most `n` times the squared
distance from `ψ` to any state `φ` that all the projectors leave unchanged. -/
theorem truncation_quasi_optimal {n : ℕ} (P : Fin n → Module.End ℂ E)
    (hP : ∀ k, IsOrthProjector (P k)) (ψ φ : E) (hφ : ∀ k, P k φ = φ) :
    ‖ψ - sweep P ψ‖ ^ 2 ≤ n * ‖ψ - φ‖ ^ 2 := by
  -- each projector gives the closest state in its own range
  have hk : ∀ k, ‖ψ - P k ψ‖ ^ 2 ≤ ‖ψ - φ‖ ^ 2 := by
    intro k
    have h := error_split (hP k) ψ φ
    rw [hφ k] at h
    linarith [sq_nonneg ‖P k (ψ - φ)‖]
  calc ‖ψ - sweep P ψ‖ ^ 2 ≤ ∑ k, ‖ψ - P k ψ‖ ^ 2 :=
        truncation_error_le_sum_discarded P hP ψ
    _ ≤ ∑ _k : Fin n, ‖ψ - φ‖ ^ 2 := Finset.sum_le_sum fun k _ => hk k
    _ = n * ‖ψ - φ‖ ^ 2 := by simp
```

**Q:** So what does commutation buy?

**A:** A lower bound on the error, and a truncated state that is the best in the restricted class above. If the projectors commute, $P_k$ can be moved through the product to its own copy and absorbed by $P_k^2=P_k$, so $P_kS\psi=S\psi$. The Lean proof does this by induction: for $k=0$ idempotence suffices, and otherwise `e` moves the projector past $P_0$ and `h` absorbs it in the rest.

```lean
/-- If the projectors commute pairwise, each of them leaves the fully truncated state
unchanged. -/
theorem projector_fixes_sweep {n : ℕ} (P : Fin n → Module.End ℂ E)
    (hP : ∀ k, IsOrthProjector (P k)) (hc : ∀ j k, Commute (P j) (P k))
    (k : Fin n) (ψ : E) : P k (sweep P ψ) = sweep P ψ := by
  induction n with
  | zero => exact k.elim0
  | succ n ih =>
    rw [sweep_succ, Module.End.mul_apply]
    cases k using Fin.cases with
    | zero => exact (hP 0).idem _
    | succ j =>
      -- move `P j.succ` past `P 0` and absorb it in the remaining product
      have e : P j.succ (P 0 (sweep (fun k : Fin n => P k.succ) ψ))
          = P 0 (P j.succ (sweep (fun k : Fin n => P k.succ) ψ)) :=
        LinearMap.congr_fun (hc j.succ 0).eq _
      have h : P j.succ (sweep (fun k : Fin n => P k.succ) ψ)
          = sweep (fun k : Fin n => P k.succ) ψ :=
        ih (fun k => P k.succ) (fun k => hP k.succ) (fun i k => hc i.succ k.succ) j
      rw [e, h]
```

Now put $\chi=S\psi$ in the first identity:
$$\|\psi-S\psi\|^2=\|\psi-P_k\psi\|^2+\|P_k(\psi-S\psi)\|^2\ge\|\psi-P_k\psi\|^2 .$$
The total squared error is therefore at least the largest single discarded weight. Moreover, a product of commuting orthogonal projectors is itself an orthogonal projector. If every $P_k$ leaves $\varphi$ unchanged, so does $S$, and the first identity with $P=S$ and $\chi=\varphi$ gives $\|\psi-S\psi\|\le\|\psi-\varphi\|$. The factor $\sqrt n$ is then not needed. This last remark is not formalised here; the lower bound is the next theorem.

```lean
/-- For pairwise commuting orthogonal projectors, the weight discarded by any one of them is at
most the squared error of the whole sweep. -/
theorem discarded_le_truncation_error {n : ℕ} (P : Fin n → Module.End ℂ E)
    (hP : ∀ k, IsOrthProjector (P k)) (hc : ∀ j k, Commute (P j) (P k))
    (k : Fin n) (ψ : E) : ‖ψ - P k ψ‖ ^ 2 ≤ ‖ψ - sweep P ψ‖ ^ 2 := by
  have h := error_split (hP k) ψ (sweep P ψ)
  rw [projector_fixes_sweep P hP hc k ψ] at h
  linarith [sq_nonneg ‖P k (ψ - sweep P ψ)‖]
```

**Q:** And without commutation?

**A:** It can fail. Take $\psi=(1,0)$, let $P_0$ project onto $\psi$ and $P_1$ onto $(1,1)/\sqrt2$. Then $P_1\psi=(1/2,1/2)$, so $P_1$ discards $1/2$. But $P_0P_1\psi=(1/2,0)$, and the total squared error is only $1/4$: the last projector removes part of the earlier error.

**Q:** Show me commuting projectors that I would actually recognise.

**A:** Take a finite orthonormal basis labelled by `ι`, for instance one Slater determinant for each choice of $N$ orbitals from a finite orthonormal set of spin orbitals. `keep S` retains the amplitudes in a chosen set of labels and zeroes the others. In this exchange $S$ has meant the sweep; in the next two declarations it is a set of labels.

```lean
/-- The operator that keeps the amplitudes of the basis states in `S` and sets all others
to zero. -/
def keep {ι : Type*} [Fintype ι] [DecidableEq ι] (S : Finset ι) :
    Module.End ℂ (EuclideanSpace ℂ ι) where
  toFun x := WithLp.toLp 2 (fun i => if i ∈ S then x i else 0)
  map_add' x y := by
    ext i
    by_cases h : i ∈ S <;> simp [h]
  map_smul' c x := by
    ext i
    by_cases h : i ∈ S <;> simp [h]
```

Symmetry is checked term by term in the inner product: a kept label contributes the same on both sides, and a dropped one contributes zero. Zeroing twice changes nothing, and the order in which two sets of amplitudes are zeroed is irrelevant. The case splits on `i ∈ S` and `i ∈ T` are these checks.

```lean
/-- Keeping the amplitudes in a set `S` of basis states is an orthogonal projector, and it
commutes with keeping those in any other set `T`. -/
theorem keep_witness {ι : Type*} [Fintype ι] [DecidableEq ι] (S T : Finset ι) :
    IsOrthProjector (keep S) ∧ Commute (keep S) (keep T) := by
  refine ⟨⟨fun x y => ?_, fun x => ?_⟩, ?_⟩
  · simp only [PiLp.inner_apply]
    refine Finset.sum_congr rfl fun i _ => ?_
    by_cases h : i ∈ S <;> simp [keep, h]
  · ext i
    by_cases h : i ∈ S <;> simp [keep, h]
  · show keep S * keep T = keep T * keep S
    refine LinearMap.ext fun x => ?_
    ext i
    by_cases hS : i ∈ S <;> by_cases hT : i ∈ T <;> simp [keep, hS, hT]

end

end TruncationDiscardedWeight
```

Here the main bound becomes familiar: for a unit vector $\psi$, the probability on labels dropped by at least one step is at most the sum of the probabilities that each step alone would drop from $\psi$.

```lean
#print axioms TruncationDiscardedWeight.two_step_error
-- 'TruncationDiscardedWeight.two_step_error' depends on axioms: [propext, Classical.choice, Quot.sound]
#print axioms TruncationDiscardedWeight.truncation_error_le_sum_discarded
-- 'TruncationDiscardedWeight.truncation_error_le_sum_discarded' depends on axioms: [propext, Classical.choice, Quot.sound]
#print axioms TruncationDiscardedWeight.truncation_quasi_optimal
-- 'TruncationDiscardedWeight.truncation_quasi_optimal' depends on axioms: [propext, Classical.choice, Quot.sound]
#print axioms TruncationDiscardedWeight.discarded_le_truncation_error
-- 'TruncationDiscardedWeight.discarded_le_truncation_error' depends on axioms: [propext, Classical.choice, Quot.sound]
```
